# First-order strain response of the free-electron Fermi energy and total energy

Stretch every length of a large free-electron gas at zero temperature by the factor $1+t$ while keeping its electrons. The density falls by $(1+t)^{-3}$, so the Fermi wavenumber falls by $(1+t)^{-1}$ and the Fermi energy $e_F$ by $(1+t)^{-2}$. Its derivative at $t=0$ is therefore $-2e_F$.

For a general homogeneous deformation $1+t\varepsilon$, with $\varepsilon$ a real $3\times3$ matrix, only the volume enters, provided that the electrons refill the lowest levels of the deformed sample. With $N>0$ electrons in the initial volume $V>0$ and total energy $E$, the derivatives at $t=0$ are

$$\frac{de_F}{dt}=-\tfrac23\,\mathrm{tr}(\varepsilon)\,e_F,\qquad \frac{dE}{dt}=-\tfrac25\,N e_F\,\mathrm{tr}(\varepsilon).$$

## From the filled sphere to the strain derivatives

In atomic units, with two spin states per wavevector, the number of states per unit volume and unit wavenumber $q$ is $2\cdot4\pi q^2/(2\pi)^3=q^2/\pi^2$. Filling up to $k$ gives the particle and energy densities

$$\int_0^k\frac{q^2}{\pi^2}\,dq=\frac{k^3}{3\pi^2},\qquad \int_0^k\frac{q^4}{2\pi^2}\,dq=\frac{k^5}{10\pi^2}.$$

Setting the first equal to $n=N/V$ fixes the Fermi wavenumber, $k_F^3=3\pi^2N/V$, and $e_F=k_F^2/2$. Hence

$$E=V\frac{k_F^5}{10\pi^2}=\frac{V}{10\pi^2}\cdot\frac{3\pi^2N}{V}\,k_F^2=\tfrac35Ne_F.$$

Since $k_F\propto V^{-1/3}$, we have $dk_F/dV=-k_F/(3V)$, so

$$\frac{de_F}{dV}=k_F\frac{dk_F}{dV}=-\frac{2e_F}{3V},\qquad -\frac{dE}{dV}=\tfrac25\,n e_F,$$

and the second expression is the pressure.

The strained volume is $\det(1+t\varepsilon)V$, where

$$\det(1+t\varepsilon)=1+t\,\mathrm{tr}\,\varepsilon+t^2c+t^3\det\varepsilon$$

and $c$ is the sum of the principal $2\times2$ minors of $\varepsilon$. Its derivative at $t=0$ is $\mathrm{tr}(\varepsilon)V$. Multiplying the two volume derivatives by this gives the claim, and $\varepsilon=1$, with trace 3, returns $-2e_F$.

## The electron gas as real functions

In Lean 4 with Mathlib:

```lean
import Mathlib

open Real

namespace FreeElectronStrain

noncomputable section
```

The spin factor and the volume of a wavevector cell are kept visible in the density of states.

```lean
/-- Number of electron states per unit volume and per unit wavenumber at wavenumber `q`,
with two spin states for each wavevector. -/
def stateDensity (q : ℝ) : ℝ := 2 * (4 * π * q ^ 2) / (2 * π) ^ 3
```

Both densities are interval integrals of it, the second weighted by the kinetic energy $q^2/2$.

```lean
/-- Electron density of a Fermi sphere filled up to wavenumber `k`. -/
def density (k : ℝ) : ℝ := ∫ q in (0 : ℝ)..k, stateDensity q

/-- Kinetic energy density of a Fermi sphere filled up to wavenumber `k`, in atomic units. -/
def energyDensity (k : ℝ) : ℝ := ∫ q in (0 : ℝ)..k, q ^ 2 / 2 * stateDensity q
```

The Fermi wavenumber is given by an explicit real power; that it fills the sphere correctly is proved below.

```lean
/-- Fermi wavenumber of `N` free electrons in the volume `V`. -/
def fermiWavevector (N V : ℝ) : ℝ := (3 * π ^ 2 * N / V) ^ ((1 : ℝ) / 3)

/-- Fermi energy of `N` free electrons in the volume `V`, in atomic units. -/
def fermiEnergy (N V : ℝ) : ℝ := fermiWavevector N V ^ 2 / 2

/-- Total kinetic energy of `N` free electrons in the volume `V`. -/
def totalEnergy (N V : ℝ) : ℝ := V * energyDensity (fermiWavevector N V)
```

Here `N` is a real number. The levels form a continuum, as in a large sample, and are filled from the bottom without gaps, as at zero temperature. Energies are measured from a fixed band bottom. In a real metal, strain also moves that bottom and changes the interactions, neither of which is modelled.

```lean
/-- Volume of a sample, initially `V`, after the homogeneous deformation `1 + t ε`. -/
def strainedVolume (ε : Matrix (Fin 3) (Fin 3) ℝ) (V t : ℝ) : ℝ :=
  (1 + t • ε).det * V
```

The matrix `ε` need not be symmetric; an antisymmetric part has zero trace and drops out at first order.

## Filling the sphere

The integrands are first reduced to $q^2/\pi^2$ and $q^4/(2\pi^2)$, then integrated by the power rule.

```lean
/-- The filled Fermi sphere has electron density `k³/(3π²)` and kinetic energy density
`k⁵/(10π²)`. -/
theorem fermiSphere_integrals (k : ℝ) :
    density k = k ^ 3 / (3 * π ^ 2) ∧ energyDensity k = k ^ 5 / (10 * π ^ 2) := by
  have hπ : π ≠ 0 := Real.pi_ne_zero
  have e₁ : ∀ q : ℝ, stateDensity q = q ^ 2 / π ^ 2 := by
    intro q
    unfold stateDensity
    field_simp
    ring
  have e₂ : ∀ q : ℝ, q ^ 2 / 2 * stateDensity q = q ^ 4 / (2 * π ^ 2) := by
    intro q
    rw [e₁]
    field_simp
  constructor
  · unfold density
    simp_rw [e₁]
    rw [intervalIntegral.integral_div, integral_pow]
    push_cast
    ring
  · unfold energyDensity
    simp_rw [e₂]
    rw [intervalIntegral.integral_div, integral_pow]
    push_cast
    ring
```

Cubing the real power recovers $3\pi^2N/V$.

```lean
/-- The cube of the Fermi wavenumber is `3π²` times the electron density `N/V`. -/
theorem fermiWavevector_cube {N V : ℝ} (hN : 0 < N) (hV : 0 < V) :
    fermiWavevector N V ^ 3 = 3 * π ^ 2 * N / V := by
  have hpos : 0 < 3 * π ^ 2 * N / V := by positivity
  unfold fermiWavevector
  rw [← Real.rpow_natCast, ← Real.rpow_mul hpos.le]
  norm_num
```

The next theorem justifies the definition of $k_F$: among all real `k`, it alone gives the density $N/V$. Uniqueness follows because the cube is strictly increasing.

```lean
/-- A Fermi sphere holds the density `N/V` exactly when it is filled up to the Fermi
wavenumber. -/
theorem density_eq_iff {N V : ℝ} (hN : 0 < N) (hV : 0 < V) (k : ℝ) :
    density k = N / V ↔ k = fermiWavevector N V := by
  have hπ : π ≠ 0 := Real.pi_ne_zero
  have hc := fermiWavevector_cube hN hV
  rw [(fermiSphere_integrals k).1]
  constructor
  · intro h
    have h3 : k ^ 3 = fermiWavevector N V ^ 3 := by
      rw [hc]
      calc k ^ 3 = k ^ 3 / (3 * π ^ 2) * (3 * π ^ 2) := by field_simp
        _ = 3 * π ^ 2 * N / V := by rw [h]; ring
    -- the cube is injective on the real line
    have hodd : Odd 3 := by decide
    exact hodd.strictMono_pow.injective h3
  · intro h
    rw [h, hc]
    field_simp
```

Writing $k_F^5=k_F^3k_F^2$ then turns the energy integral into $\tfrac35Ne_F$.

```lean
/-- The total kinetic energy is three fifths of the Fermi energy per electron. -/
theorem totalEnergy_eq {N V : ℝ} (hN : 0 < N) (hV : 0 < V) :
    totalEnergy N V = 3 / 5 * N * fermiEnergy N V := by
  have hπ : π ≠ 0 := Real.pi_ne_zero
  have h5 : fermiWavevector N V ^ 5 = 3 * π ^ 2 * N / V * fermiWavevector N V ^ 2 := by
    rw [← fermiWavevector_cube hN hV]
    ring
  unfold totalEnergy fermiEnergy
  rw [(fermiSphere_integrals _).2, h5]
  field_simp
  ring
```

## Volume derivatives and pressure

`HasDerivAt f a x` says that `f` is differentiable at `x` with derivative `a`. The proof differentiates the cube root to obtain `hk`, then applies the product rule to $k_F\cdot k_F/2$.

```lean
/-- At fixed electron number the Fermi energy changes with volume at the rate
`-(2/3) eF / V`. -/
theorem hasDerivAt_fermiEnergy {N V : ℝ} (hN : 0 < N) (hV : 0 < V) :
    HasDerivAt (fermiEnergy N) (-(2 / 3) * fermiEnergy N V / V) V := by
  have hπ : π ≠ 0 := Real.pi_ne_zero
  have hne : 3 * π ^ 2 * N / V ≠ 0 := by positivity
  have hg : HasDerivAt (fun v : ℝ => 3 * π ^ 2 * N / v) (-(3 * π ^ 2 * N) / V ^ 2) V :=
    ((hasDerivAt_const V (3 * π ^ 2 * N)).fun_div (hasDerivAt_id' V) hV.ne').congr_deriv
      (by ring)
  -- first the Fermi wavenumber, which scales as the inverse cube root of the volume
  have hk : HasDerivAt (fermiWavevector N) (-fermiWavevector N V / (3 * V)) V := by
    have h : HasDerivAt (fermiWavevector N) (-(3 * π ^ 2 * N) / V ^ 2 * (1 / 3) *
        (3 * π ^ 2 * N / V) ^ ((1 : ℝ) / 3 - 1)) V := by
      have h0 := hg.rpow_const (p := (1 : ℝ) / 3) (Or.inl hne)
      exact h0
    have key : (3 * π ^ 2 * N / V) ^ ((1 : ℝ) / 3 - 1)
        = fermiWavevector N V / (3 * π ^ 2 * N / V) := Real.rpow_sub_one hne _
    rw [key] at h
    refine h.congr_deriv ?_
    field_simp
  have e : fermiEnergy N = fun v => fermiWavevector N v * fermiWavevector N v / 2 := by
    funext v
    unfold fermiEnergy
    ring
  have h : HasDerivAt (fun v => fermiWavevector N v * fermiWavevector N v / 2)
      ((-fermiWavevector N V / (3 * V) * fermiWavevector N V +
        fermiWavevector N V * (-fermiWavevector N V / (3 * V))) / 2) V :=
    (hk.fun_mul hk).div_const 2
  rw [← e] at h
  refine h.congr_deriv ?_
  unfold fermiEnergy
  field_simp
  ring
```

For the pressure, the formula $E=\tfrac35Ne_F$ is known only at positive volumes. These include a neighbourhood of $V$, which is enough to transfer the derivative.

```lean
/-- The pressure `-dE/dV` of the free-electron gas is `(2/5) n eF`, with `n = N/V`. -/
theorem pressure {N V : ℝ} (hN : 0 < N) (hV : 0 < V) :
    HasDerivAt (totalEnergy N) (-(2 / 5 * (N / V) * fermiEnergy N V)) V := by
  have h := ((hasDerivAt_fermiEnergy hN hV).const_mul (3 / 5 * N)).congr_of_eventuallyEq
    (f₁ := totalEnergy N) (by
      filter_upwards [Ioi_mem_nhds hV] with v hv
      exact totalEnergy_eq hN hv)
  exact h.congr_deriv (by ring)
```

## Strain enters through the trace

The determinant is expanded as the cubic above and differentiated at zero.

```lean
/-- To first order in the strain, the volume changes by the trace of the strain times `V`. -/
theorem hasDerivAt_strainedVolume (ε : Matrix (Fin 3) (Fin 3) ℝ) (V : ℝ) :
    HasDerivAt (strainedVolume ε V) (ε.trace * V) 0 := by
  -- the determinant is a cubic polynomial in the strain amplitude
  obtain ⟨c, hc⟩ : ∃ c : ℝ, c = ε 0 0 * ε 1 1 - ε 0 1 * ε 1 0 + ε 0 0 * ε 2 2
      - ε 0 2 * ε 2 0 + ε 1 1 * ε 2 2 - ε 1 2 * ε 2 1 := ⟨_, rfl⟩
  have e : strainedVolume ε V =
      fun t => (1 + t * ε.trace + t * t * (c + t * ε.det)) * V := by
    funext t
    unfold strainedVolume
    congr 1
    rw [hc, Matrix.det_fin_three, Matrix.det_fin_three, Matrix.trace_fin_three]
    simp only [Matrix.add_apply, Matrix.smul_apply, Matrix.one_apply, smul_eq_mul,
      Fin.isValue, Fin.reduceEq, if_true, if_false]
    ring
  have hid := hasDerivAt_id' (0 : ℝ)
  have h := (((hid.mul_const ε.trace).const_add 1).fun_add
    ((hid.fun_mul hid).fun_mul ((hid.mul_const ε.det).const_add c))).mul_const V
  rw [e]
  exact h.congr_deriv (by ring)
```

The chain rule then applies to any differentiable function of volume alone.

```lean
/-- A quantity that depends on the volume alone responds to a homogeneous strain, to first
order, through the trace of the strain. -/
theorem strain_response {f : ℝ → ℝ} {f' V : ℝ} (hf : HasDerivAt f f' V)
    (ε : Matrix (Fin 3) (Fin 3) ℝ) :
    HasDerivAt (fun t => f (strainedVolume ε V t)) (f' * (ε.trace * V)) 0 := by
  have h0 : strainedVolume ε V 0 = V := by simp [strainedVolume]
  have hf' : HasDerivAt f f' (strainedVolume ε V 0) := by
    rw [h0]
    exact hf
  exact hf'.comp 0 (hasDerivAt_strainedVolume ε V)
```

Inserting the two volume derivatives gives the main theorem. For the free-electron gas, it gives the stress, which is an isotropic pressure, and the first-order shift of the Fermi energy measured from the band bottom.

```lean
/-- Under a homogeneous strain `t ε` at fixed electron number, the Fermi energy has
`t`-derivative `-(2/3) tr(ε) eF` and the total energy `-(2/5) N eF tr(ε)` at `t = 0`. -/
theorem fermi_gas_strain_response {N V : ℝ} (hN : 0 < N) (hV : 0 < V)
    (ε : Matrix (Fin 3) (Fin 3) ℝ) :
    HasDerivAt (fun t => fermiEnergy N (strainedVolume ε V t))
        (-(2 / 3) * ε.trace * fermiEnergy N V) 0 ∧
      HasDerivAt (fun t => totalEnergy N (strainedVolume ε V t))
        (-(2 / 5) * N * fermiEnergy N V * ε.trace) 0 := by
  constructor
  · refine (strain_response (hasDerivAt_fermiEnergy hN hV) ε).congr_deriv ?_
    field_simp
  · refine (strain_response (pressure hN hV) ε).congr_deriv ?_
    field_simp
```

For uniform stretching, `ε` is the identity matrix and the determinant is $(1+t)^3$.

```lean
/-- When all lengths are stretched by the factor `1 + t` at fixed electron number, the Fermi
energy has `t`-derivative `-2 eF` at `t = 0`. -/
theorem fermiEnergy_isotropic_strain {N V : ℝ} (hN : 0 < N) (hV : 0 < V) :
    HasDerivAt (fun t : ℝ => fermiEnergy N ((1 + t) ^ 3 * V)) (-2 * fermiEnergy N V) 0 := by
  have e : ∀ t : ℝ, strainedVolume 1 V t = (1 + t) ^ 3 * V := by
    intro t
    have h1 : (1 : Matrix (Fin 3) (Fin 3) ℝ) + t • 1 = (1 + t) • 1 := by
      rw [add_smul, one_smul]
    unfold strainedVolume
    rw [h1, Matrix.det_smul, Matrix.det_one, Fintype.card_fin, mul_one]
  have h := (fermi_gas_strain_response hN hV 1).1
  simp only [e] at h
  refine h.congr_deriv ?_
  rw [Matrix.trace_one, Fintype.card_fin]
  push_cast
  ring

end

end FreeElectronStrain
```

```lean
#print axioms FreeElectronStrain.density_eq_iff
#print axioms FreeElectronStrain.fermi_gas_strain_response
#print axioms FreeElectronStrain.fermiEnergy_isotropic_strain
```

```
'FreeElectronStrain.density_eq_iff' depends on axioms: [propext, Classical.choice, Quot.sound]
'FreeElectronStrain.fermi_gas_strain_response' depends on axioms: [propext, Classical.choice, Quot.sound]
'FreeElectronStrain.fermiEnergy_isotropic_strain' depends on axioms: [propext, Classical.choice, Quot.sound]
```

## Strain with frozen occupations

The model above refills a sphere at each volume, so a shear that preserves volume costs no energy. Another model would let each occupied wavevector deform with the sample and keep its occupation. The sphere would become an ellipsoid. Averaging over directions gives the same first-order energy change, $-\tfrac25Ne_F\,\mathrm{tr}(\varepsilon)$, but a volume-preserving shear would then raise the energy at second order, and the highest occupied energy would depend on direction.
